# For a Hermitian operator in finite dimension, the energy error of a unit trial vector is at most (Emax − E0) sin²θ

Take a two-level system with orthonormal eigenvectors u and v, at energies E0 ≤ Emax, and rotate the trial vector away from the ground state by an angle θ:

x = cos θ u + sin θ v

Its energy is

⟨x, Hx⟩ = E0 cos²θ + Emax sin²θ = E0 + (Emax − E0) sin²θ

The state is wrong by an amount of order θ, but the energy only by an amount of order θ². A term linear in θ would have to come from the matrix element ⟨u, Hv⟩, which vanishes because u is an eigenvector and v is orthogonal to it.

The same cancellation gives a bound in any finite dimension. Let H be Hermitian, u a unit eigenvector at the lowest eigenvalue E0, and Emax an upper bound on all eigenvalues. For every unit vector x,

0 ≤ ⟨x, Hx⟩ − E0 ≤ (Emax − E0)(1 − |⟨u, x⟩|²)

The last factor is sin²θ, where cos θ = |⟨u, x⟩| defines the angle between the two states.

## Convergence thresholds for energies and for vectors

For a fixed finite Hamiltonian matrix, such as a configuration-interaction matrix or a one-electron Hamiltonian in an orthonormal basis, the bound says that an iterative eigensolver can deliver a good energy from a mediocre vector. The reverse reading matters when the vector is used afterwards. The expectation value of an operator that does not have u as an eigenvector can be wrong to first order in θ, so a converged energy does not certify it to the same accuracy.

If E0 is nondegenerate and all other eigenvalues are at least E1 > E0, there is also an estimate from below, which turns an energy error into a bound on the angle:

sin²θ ≤ (⟨x, Hx⟩ − E0) / (E1 − E0)

With an energy error of 10⁻⁸ and a gap of 10⁻², in the same units, this gives sin θ ≤ 10⁻³. The energy error here is the distance to the exact eigenvalue of the matrix, not the change between two iterations.

## A three-level instance

Let H = diag(−1, 0, 2), so that E0 = −1, E1 = 0 and Emax = 2. Take u = (1, 0, 0) and x = (12, 3, 4)/13, which is a unit vector because 144 + 9 + 16 = 169. Then

⟨x, Hx⟩ = (−144 + 0 + 32)/169 = −112/169

energy error = −112/169 + 1 = 57/169 ≈ 0.337

sin²θ = 1 − 144/169 = 25/169

The upper bound is 3 · 25/169 = 75/169 ≈ 0.444 and the lower estimate is 1 · 25/169 ≈ 0.148; the error lies between them. If the two excited amplitudes are reduced by a factor of 10 and the ground amplitude is adjusted to keep the norm, the energy error falls by a factor of exactly 100.

## Derivation from the excited part of the state

**Energy as a weighted sum.** Let bᵢ be an orthonormal eigenbasis with H bᵢ = εᵢ bᵢ. Since H is Hermitian, ⟨bᵢ, Hy⟩ = ⟨H bᵢ, y⟩ = εᵢ ⟨bᵢ, y⟩. Inserting the resolution of the identity gives, for any y,

⟨y, Hy⟩ = Σᵢ ⟨y, bᵢ⟩⟨bᵢ, Hy⟩ = Σᵢ εᵢ |⟨bᵢ, y⟩|²

‖y‖² = Σᵢ |⟨bᵢ, y⟩|²

Because E0 ≤ εᵢ ≤ Emax for each i,

E0 ‖y‖² ≤ ⟨y, Hy⟩ ≤ Emax ‖y‖²

With y = x this is the lower half of the claim.

**Splitting the state.** Write c = ⟨u, x⟩ and w = x − c u. Then ⟨u, w⟩ = c − c⟨u, u⟩ = 0, and also ⟨u, Hw⟩ = ⟨Hu, w⟩ = E0⟨u, w⟩ = 0. Expanding, with c* the complex conjugate of c,

⟨x, Hx⟩ = E0 |c|² + c*⟨u, Hw⟩ + c E0⟨w, u⟩ + ⟨w, Hw⟩ = E0 |c|² + ⟨w, Hw⟩

The same expansion for the norm gives 1 = |c|² + ‖w‖².

**The error.** Subtracting E0 = E0(|c|² + ‖w‖²) leaves

⟨x, Hx⟩ − E0 = ⟨w, Hw⟩ − E0 ‖w‖² ≤ (Emax − E0) ‖w‖² = (Emax − E0)(1 − |c|²)

**In terms of the distance.** Since x − u = (c − 1)u + w, we have ‖x − u‖² = |c − 1|² + ‖w‖² ≥ ‖w‖². As Emax ≥ E0, the error is at most (Emax − E0)‖x − u‖². This form depends on the phase of x: for x = −u the error is zero but the distance is 2.

**Equality.** If v is a unit eigenvector at Emax orthogonal to u, and |a|² + |b|² = 1, then a u + b v has energy error E0|a|² + Emax|b|² − E0 = (Emax − E0)|b|², and |b|² = 1 − |a|² is its sin²θ.

**The estimate from below.** If every eigenvector at E0 is a multiple of u, then w has no component along any bᵢ with εᵢ = E0. The remaining levels are at least E1, so ⟨w, Hw⟩ ≥ E1‖w‖², and the error is at least (E1 − E0)‖w‖².

## The Lean file

```lean
import Mathlib

open scoped InnerProductSpace

namespace SecondOrderEnergyError

variable {E : Type*} [NormedAddCommGroup E] [InnerProductSpace ℂ E]

/-- The real part of `⟨x, H x⟩`. For a symmetric `H` and a unit vector `x` this is the energy
expectation value in the state `x`. -/
noncomputable def energy (H : E →ₗ[ℂ] E) (x : E) : ℝ := (⟪x, H x⟫_ℂ).re

/-- The real number `μ` is an energy level of `H`: some nonzero state satisfies `H v = μ v`. -/
def IsLevel (H : E →ₗ[ℂ] E) (μ : ℝ) : Prop := ∃ v : E, v ≠ 0 ∧ H v = (μ : ℂ) • v

/-- What is left of the state `x` after subtracting `⟨u, x⟩ u`. -/
noncomputable def excitedPart (u x : E) : E := x - ⟪u, x⟫_ℂ • u

/-- A symmetric `H` in finite dimension has an orthonormal eigenbasis, in which the energy is
the sum of the levels weighted by the squared amplitudes, and these weights sum to `‖y‖²`. -/
theorem spectral_expansion [FiniteDimensional ℂ E] {H : E →ₗ[ℂ] E} (hH : H.IsSymmetric) :
    ∃ (b : OrthonormalBasis (Fin (Module.finrank ℂ E)) ℂ E)
      (ε : Fin (Module.finrank ℂ E) → ℝ),
      (∀ i, H (b i) = (ε i : ℂ) • b i) ∧
      (∀ y, energy H y = ∑ i, ε i * ‖⟪b i, y⟫_ℂ‖ ^ 2) ∧
      (∀ y, ‖y‖ ^ 2 = ∑ i, ‖⟪b i, y⟫_ℂ‖ ^ 2) := by
  obtain ⟨b, ε, hb⟩ : ∃ (b : OrthonormalBasis (Fin (Module.finrank ℂ E)) ℂ E)
      (ε : Fin (Module.finrank ℂ E) → ℝ), ∀ i, H (b i) = (ε i : ℂ) • b i :=
    ⟨hH.eigenvectorBasis rfl, hH.eigenvalues rfl, fun i => hH.apply_eigenvectorBasis rfl i⟩
  refine ⟨b, ε, hb, fun y => ?_, fun y => ?_⟩
  · -- insert the resolution of the identity between `y` and `H y`
    have term : ∀ i, ⟪y, b i⟫_ℂ * ⟪b i, H y⟫_ℂ
        = ((ε i * ‖⟪b i, y⟫_ℂ‖ ^ 2 : ℝ) : ℂ) := by
      intro i
      rw [← hH (b i) y, hb, inner_smul_left, Complex.conj_ofReal, ← inner_conj_symm y (b i)]
      push_cast
      linear_combination (ε i : ℂ) * Complex.conj_mul' ⟪b i, y⟫_ℂ
    unfold energy
    rw [← b.sum_inner_mul_inner y (H y), Finset.sum_congr rfl (fun i _ => term i),
      ← Complex.ofReal_sum, Complex.ofReal_re]
  · rw [← b.repr.norm_map y, EuclideanSpace.norm_sq_eq]
    simp only [b.repr_apply_apply]

/-- If `u` is a unit eigenvector of a symmetric `H` at `E0` and `w` is orthogonal to `u`, the
energy of `c u + w` is `E0 |c|²` plus the energy of `w`: there are no cross terms. -/
theorem energy_split {H : E →ₗ[ℂ] E} (hH : H.IsSymmetric) {E0 : ℝ} {u w : E}
    (h1 : ‖u‖ = 1) (hu : H u = (E0 : ℂ) • u) (hw : ⟪u, w⟫_ℂ = 0) (c : ℂ) :
    energy H (c • u + w) = E0 * ‖c‖ ^ 2 + energy H w := by
  have huw : ⟪u, H w⟫_ℂ = 0 := by rw [← hH u w, hu, inner_smul_left, hw, mul_zero]
  have hwu : ⟪w, u⟫_ℂ = 0 := by rw [← inner_conj_symm, hw, map_zero]
  have huu : ⟪u, u⟫_ℂ = 1 := by rw [inner_self_eq_norm_sq_to_K, h1]; simp
  have key : ⟪c • u + w, H (c • u + w)⟫_ℂ = ((E0 * ‖c‖ ^ 2 : ℝ) : ℂ) + ⟪w, H w⟫_ℂ := by
    rw [map_add, map_smul, hu]
    simp only [inner_add_left, inner_add_right, inner_smul_left, inner_smul_right,
      huw, hwu, huu]
    push_cast
    linear_combination (E0 : ℂ) * Complex.conj_mul' c
  unfold energy
  rw [key, Complex.add_re, Complex.ofReal_re]

/-- Pythagoras: for a unit vector `u` and `w` orthogonal to it, `‖c u + w‖² = |c|² + ‖w‖²`. -/
theorem norm_sq_split {u w : E} (h1 : ‖u‖ = 1) (hw : ⟪u, w⟫_ℂ = 0) (c : ℂ) :
    ‖c • u + w‖ ^ 2 = ‖c‖ ^ 2 + ‖w‖ ^ 2 := by
  -- the energy splitting for the identity operator
  have e : ∀ y : E, energy LinearMap.id y = ‖y‖ ^ 2 :=
    fun y => inner_self_eq_norm_sq (𝕜 := ℂ) y
  have h := energy_split (H := LinearMap.id) (fun _ _ => rfl) (E0 := 1) h1 (by simp) hw c
  rwa [e, e, one_mul] at h

/-- For unit vectors `u` and `x`, the excited part of `x` is orthogonal to `u` and its squared
norm is `1 - |⟨u, x⟩|²`, the squared sine of the angle between the states. -/
theorem excitedPart_spec {u x : E} (h1 : ‖u‖ = 1) (hx : ‖x‖ = 1) :
    ⟪u, excitedPart u x⟫_ℂ = 0 ∧ ‖excitedPart u x‖ ^ 2 = 1 - ‖⟪u, x⟫_ℂ‖ ^ 2 := by
  have huu : ⟪u, u⟫_ℂ = 1 := by rw [inner_self_eq_norm_sq_to_K, h1]; simp
  have ho : ⟪u, excitedPart u x⟫_ℂ = 0 := by
    rw [excitedPart, inner_sub_right, inner_smul_right, huu, mul_one, sub_self]
  have h := norm_sq_split h1 ho ⟪u, x⟫_ℂ
  rw [show ⟪u, x⟫_ℂ • u + excitedPart u x = x by unfold excitedPart; abel, hx] at h
  exact ⟨ho, by linarith⟩

/-- For a symmetric `H` with unit eigenvector `u` at `E0`, the energy error of a unit vector `x`
is carried by its excited part `w` alone: it equals the energy of `w` minus `E0 ‖w‖²`. -/
theorem error_eq_excited {H : E →ₗ[ℂ] E} (hH : H.IsSymmetric) {E0 : ℝ} {u x : E}
    (h1 : ‖u‖ = 1) (hu : H u = (E0 : ℂ) • u) (hx : ‖x‖ = 1) :
    energy H x - E0 = energy H (excitedPart u x) - E0 * ‖excitedPart u x‖ ^ 2 := by
  obtain ⟨ho, hn⟩ := excitedPart_spec h1 hx
  have h := energy_split hH h1 hu ho ⟪u, x⟫_ℂ
  rw [show ⟪u, x⟫_ℂ • u + excitedPart u x = x by unfold excitedPart; abel] at h
  rw [h, hn]
  ring

/-- **Second-order energy error.** Let `H` be symmetric in finite dimension, `u` a unit
eigenvector at the lowest level `E0`, and `Emax` an upper bound of all levels. The energy error
of a unit vector `x` lies between `0` and `(Emax - E0) (1 - |⟨u, x⟩|²)`. -/
theorem energy_error_bounds [FiniteDimensional ℂ E] {H : E →ₗ[ℂ] E} (hH : H.IsSymmetric)
    {E0 Emax : ℝ} {u x : E} (h1 : ‖u‖ = 1) (hu : H u = (E0 : ℂ) • u)
    (hmin : ∀ μ, IsLevel H μ → E0 ≤ μ) (hmax : ∀ μ, IsLevel H μ → μ ≤ Emax)
    (hx : ‖x‖ = 1) :
    0 ≤ energy H x - E0 ∧
      energy H x - E0 ≤ (Emax - E0) * (1 - ‖⟪u, x⟫_ℂ‖ ^ 2) := by
  obtain ⟨b, ε, hb, he, hp⟩ := spectral_expansion hH
  have hl : ∀ i, IsLevel H (ε i) := fun i => ⟨b i, b.orthonormal.ne_zero i, hb i⟩
  constructor
  · -- every level in the weighted average is at least `E0`
    have h : E0 * ‖x‖ ^ 2 ≤ energy H x := by
      rw [he, hp, Finset.mul_sum]
      exact Finset.sum_le_sum fun i _ =>
        mul_le_mul_of_nonneg_right (hmin _ (hl i)) (sq_nonneg _)
    rw [hx] at h
    linarith
  · -- the excited part has energy at most `Emax` per unit weight
    have h : energy H (excitedPart u x) ≤ Emax * ‖excitedPart u x‖ ^ 2 := by
      rw [he, hp, Finset.mul_sum]
      exact Finset.sum_le_sum fun i _ =>
        mul_le_mul_of_nonneg_right (hmax _ (hl i)) (sq_nonneg _)
    rw [error_eq_excited hH h1 hu hx, ← (excitedPart_spec h1 hx).2]
    linarith

/-- In the setting of the main theorem, the energy error of a unit vector `x` is at most
`(Emax - E0) ‖x - u‖²`: second order in the error of the state. -/
theorem energy_error_le_dist_sq [FiniteDimensional ℂ E] {H : E →ₗ[ℂ] E}
    (hH : H.IsSymmetric) {E0 Emax : ℝ} {u x : E} (h1 : ‖u‖ = 1)
    (hu : H u = (E0 : ℂ) • u) (hmin : ∀ μ, IsLevel H μ → E0 ≤ μ)
    (hmax : ∀ μ, IsLevel H μ → μ ≤ Emax) (hx : ‖x‖ = 1) :
    energy H x - E0 ≤ (Emax - E0) * ‖x - u‖ ^ 2 := by
  have hu0 : u ≠ 0 := by
    rintro rfl
    simp at h1
  have hE : E0 ≤ Emax := hmax E0 ⟨u, hu0, hu⟩
  obtain ⟨ho, hn⟩ := excitedPart_spec h1 hx
  -- `x - u` has the same excited part as `x`
  have h := norm_sq_split h1 ho (⟪u, x⟫_ℂ - 1)
  rw [show (⟪u, x⟫_ℂ - 1) • u + excitedPart u x = x - u by unfold excitedPart; module] at h
  refine (energy_error_bounds hH h1 hu hmin hmax hx).2.trans ?_
  refine mul_le_mul_of_nonneg_left ?_ (sub_nonneg.mpr hE)
  linarith [sq_nonneg ‖⟪u, x⟫_ℂ - 1‖]

/-- The upper bound is attained: for orthogonal unit eigenvectors `u` at `E0` and `v` at `Emax` of a
symmetric `H`, every normalised superposition `a u + b v` gives equality. -/
theorem bound_attained {H : E →ₗ[ℂ] E} (hH : H.IsSymmetric) {E0 Emax : ℝ} {u v : E}
    (h1 : ‖u‖ = 1) (hu : H u = (E0 : ℂ) • u) (h2 : ‖v‖ = 1) (hv : H v = (Emax : ℂ) • v)
    (huv : ⟪u, v⟫_ℂ = 0) {a b : ℂ} (hab : ‖a‖ ^ 2 + ‖b‖ ^ 2 = 1) :
    energy H (a • u + b • v) - E0
      = (Emax - E0) * (1 - ‖⟪u, a • u + b • v⟫_ℂ‖ ^ 2) := by
  have huu : ⟪u, u⟫_ℂ = 1 := by rw [inner_self_eq_norm_sq_to_K, h1]; simp
  have ho : ⟪u, b • v⟫_ℂ = 0 := by rw [inner_smul_right, huv, mul_zero]
  have hz : energy H (0 : E) = 0 := by simp [energy]
  have hbv := energy_split hH h2 hv (inner_zero_right v) b
  rw [add_zero, hz, add_zero] at hbv
  rw [energy_split hH h1 hu ho a, hbv, inner_add_right, ho, inner_smul_right, huu,
    mul_one, add_zero]
  linear_combination Emax * hab

/-- A converse estimate: if the level `E0` of a symmetric `H` in finite dimension is
nondegenerate with unit eigenvector `u`, and all other levels are at least `E1`, the energy error
of a unit vector `x` is at least `(E1 - E0) (1 - |⟨u, x⟩|²)`. -/
theorem gap_le_energy_error [FiniteDimensional ℂ E] {H : E →ₗ[ℂ] E} (hH : H.IsSymmetric)
    {E0 E1 : ℝ} {u x : E} (h1 : ‖u‖ = 1) (hu : H u = (E0 : ℂ) • u)
    (hsimple : ∀ v, H v = (E0 : ℂ) • v → ∃ c : ℂ, v = c • u)
    (hgap : ∀ μ, IsLevel H μ → μ ≠ E0 → E1 ≤ μ) (hx : ‖x‖ = 1) :
    (E1 - E0) * (1 - ‖⟪u, x⟫_ℂ‖ ^ 2) ≤ energy H x - E0 := by
  obtain ⟨b, ε, hb, he, hp⟩ := spectral_expansion hH
  obtain ⟨ho, hn⟩ := excitedPart_spec h1 hx
  have h : E1 * ‖excitedPart u x‖ ^ 2 ≤ energy H (excitedPart u x) := by
    rw [he, hp, Finset.mul_sum]
    refine Finset.sum_le_sum fun i _ => ?_
    by_cases hi : ε i = E0
    · -- a basis vector at `E0` is a multiple of `u` and has no weight in the excited part
      obtain ⟨c, hc⟩ := hsimple (b i) (by rw [hb, hi])
      rw [hc, inner_smul_left, ho]
      simp
    · exact mul_le_mul_of_nonneg_right
        (hgap _ ⟨b i, b.orthonormal.ne_zero i, hb i⟩ hi) (sq_nonneg _)
  rw [error_eq_excited hH h1 hu hx, ← hn]
  linarith

end SecondOrderEnergyError
```

```lean
#print axioms SecondOrderEnergyError.energy_error_bounds
#print axioms SecondOrderEnergyError.energy_error_le_dist_sq
#print axioms SecondOrderEnergyError.bound_attained
#print axioms SecondOrderEnergyError.gap_le_energy_error
```

```
'SecondOrderEnergyError.energy_error_bounds' depends on axioms: [propext, Classical.choice, Quot.sound]
'SecondOrderEnergyError.energy_error_le_dist_sq' depends on axioms: [propext, Classical.choice, Quot.sound]
'SecondOrderEnergyError.bound_attained' depends on axioms: [propext, Classical.choice, Quot.sound]
'SecondOrderEnergyError.gap_le_energy_error' depends on axioms: [propext, Classical.choice, Quot.sound]
```

## How the Lean statements map to the physics

The state space is `E`, a complex inner product space whose inner product is conjugate-linear in the first slot. The hypothesis `H.IsSymmetric` says ⟨Hx, y⟩ = ⟨x, Hy⟩ for all x and y. `energy H x` is the real part of ⟨x, Hx⟩; for symmetric H the imaginary part is zero. `IsLevel H μ` says that the real number μ is an eigenvalue with a nonzero eigenvector, and `excitedPart u x` is the vector w above. If the ground level is degenerate, w can still contain ground states orthogonal to u, despite the name.

In `energy_error_bounds`, `h1` and `hx` normalise u and x, and `hu` makes u an eigenvector at `E0`. The hypothesis `hmin` says that this level is the ground level. The hypothesis `hmax` says that the spectrum ends at or below `Emax`, which need not be an eigenvalue, so a cheap bound such as Gershgorin's will do. Both constrain eigenvalues only; the bounds on expectation values are derived.

`bound_attained` takes the orthogonality of u and v as a hypothesis and needs no finite dimension. `gap_le_energy_error` expresses nondegeneracy by `hsimple`. Without it the estimate can fail when E1 > E0: a unit ground state orthogonal to u has zero energy error and sin²θ = 1.

## Lemmas behind the bounds

`spectral_expansion` takes the eigenbasis from Mathlib and proves the two weighted sums. Its inner statement `term` is the identity for one summand.

`energy_split` removes the cross terms: `huw` and `hwu` are the two vanishing inner products, and `linear_combination` supplies c*c = |c|². `norm_sq_split` is the same lemma applied to the identity operator with eigenvalue 1, which yields Pythagoras. `excitedPart_spec` then gives the orthogonality and squared norm of w, and `error_eq_excited` combines these into the formula for the error.

In the main theorem, `Finset.sum_le_sum` compares the weighted sums term by term, once for x with `hmin` and once for w with `hmax`; `linarith` finishes each half. `energy_error_le_dist_sq` rewrites x − u as (c − 1)u + w and discards |c − 1|². `bound_attained` applies `energy_split` to each eigenvector in turn. `gap_le_energy_error` treats each basis vector by cases: at `E0` its weight in w is zero, and elsewhere `hgap` applies.

## Limits for a simulation code

The theorems compare x with an exact eigenvector of the given H. They say nothing about rounding, about whether a solver converges, or about the error made by replacing a continuum problem with a finite basis. When refining the basis raises the top of the spectrum, as a higher plane-wave cutoff does through the kinetic energy, the prefactor Emax − E0 grows and the bound weakens at fixed angle.

H is linear and fixed. A self-consistent energy functional, whose effective Hamiltonian depends on the state, needs a separate argument. In a non-orthogonal basis with positive definite overlap matrix S and Hermitian Hamiltonian matrix A, the result applies to H = S⁻¹A, provided that norms and overlaps are computed with the inner product x†Sy.

If the ground level is degenerate, the upper bound holds for every unit ground state u, but it can be very loose for a poorly chosen one. The tightest choice is the normalised projection of x onto the ground space, when that projection is nonzero.
